# If a finite hopping matrix H₀ anticommutes with the staggered sign matrix G, switching the potential in H₀ + mG from m = D > 0 to −D changes the number of negative levels by tr G

## Why does the change in level count ignore the hoppings?

Let H₀ be the hopping matrix of a finite chain with bonds only between sublattices A and B. Let G be the diagonal matrix with +1 on A sites and −1 on B sites, so that G² = 1 and H₀G = −GH₀. A staggered potential of real strength m gives a Rice-Mele-type Hamiltonian

H(m) = H₀ + mG.

I fix D > 0 and count negative levels at m = −D and at m = D. For an open chain of three sites A-B-A with bonds t and s, the levels are m and ±√(t² + s² + m²), so I find two negative levels at −D and one at D. The difference is 1 for every t and s, even when both bonds are much stronger than D. Two of the three energies certainly depend on the bonds. Why doesn't the difference, and what is it for a general chain?

## The hoppings cancel from every spectral moment difference

The difference is tr G, which for your chain is the number of A sites minus the number of B sites. Here is the derivation for any finite Hermitian H₀ and Hermitian G with your two algebraic relations.

First, the cross terms cancel in the square:

H(m)² = H₀² + m(H₀G + GH₀) + m²G² = H₀² + m².

Next, let P commute with H₀. Anticommutation and then cyclicity of the trace give

tr(P H₀² G) = −tr(P H₀ G H₀) = −tr(H₀ P H₀ G) = −tr(P H₀² G),

so this trace is zero. For a number c, take P = (H₀² + c)^k. Then

tr((H₀² + c)^(k+1) G) = tr(P H₀² G) + c tr(P G) = c tr((H₀² + c)^k G).

Starting from tr G at k = 0, induction gives tr((H₀² + c)^k G) = c^k tr G.

Now compare moments. An even power H(m)^(2j) = (H₀² + m²)^j is the same for m = ±D. For an odd power,

tr H(m)^(2j+1) = tr((H₀² + m²)^j H₀) + m^(2j+1) tr G.

The first term depends only on m² and cancels in the difference. Hence, for every k,

tr H(−D)^k − tr H(D)^k = ((−D)^k − D^k) tr G.

Write μᵢ for the eigenvalues of H(−D) and νᵢ for those of H(D), repeated by multiplicity. The traces are Σᵢ μᵢ^k and Σᵢ νᵢ^k, so by linearity every real polynomial q satisfies

Σᵢ q(μᵢ) − Σᵢ q(νᵢ) = (q(−D) − q(D)) tr G.

Given any real function f of energy, choose q to agree with f at the finitely many points μᵢ, νᵢ, −D and D. The same formula then holds for f, with no continuity needed. Finally, let f(E) be 1 for E < 0 and 0 otherwise. The left side becomes your difference of counts, and the right side is (1 − 0) tr G.

In a non-interacting tight-binding model of spinless electrons at chemical potential zero, this is the ground-state electron number at −D minus that at D. An isolated chain keeps its electron number when the potential is switched, so the change requires exchange with a reservoir. The difference does not determine the charge pumped through a Rice-Mele chain during an adiabatic cycle: with as many A as B sites tr G is 0, yet a cycle that also varies the bonds can carry a nonzero charge.

In the Lean statement, `n` is a finite set of orbitals and `massive H₀ G m` is H(m). The name refers to m as a mass, and `D` is the strength often written Δ. The hypotheses `hH` and `hG` say that the matrices are Hermitian, `hG2` is G² = 1, and `hanti` is the anticommutation. The last stands for chiral symmetry: in your chain, no on-site energies in H₀ and no hopping within a sublattice. G need not be diagonal.

`levelCount hA I` counts the indices whose eigenvalue lies in the energy set `I`; the argument `hA` is the proof that the matrix is Hermitian. A repeated energy is counted once per index, which gives multiplicity. `Set.Iio 0` is the set of strictly negative energies. The main theorem, `spectral_flow_eq_trace`, reads: for D > 0, the count for H(−D) minus the count for H(D) equals tr G. The equation is between complex numbers because the trace of a complex matrix is a complex number.

The term "spectral flow" usually means the net number of levels crossing zero along a path, often for operators on infinite-dimensional spaces. The theorem compares the two endpoints of a path of finite matrices. A definition through signed crossings as m runs from −D to D would require continuous eigenvalue branches and a rule for crossings. For these matrices it would give the same number, and it would also show where the change happens: since H(m)² ≥ m², a level can reach zero only at m = 0.

```lean
import Mathlib

open Matrix

namespace RiceMeleSpectralFlow

noncomputable section

variable {n : Type*} [Fintype n] [DecidableEq n]

/-- The Hamiltonian `H₀ + m G`: a hopping matrix `H₀` with a staggered potential `G` of real
strength `m`. -/
def massive (H₀ G : Matrix n n ℂ) (m : ℝ) : Matrix n n ℂ := H₀ + (m : ℂ) • G

open scoped Classical in
/-- The number of eigenvalues of a Hermitian matrix that lie in the energy window `I`, counted
with multiplicity. -/
def levelCount {A : Matrix n n ℂ} (hA : A.IsHermitian) (I : Set ℝ) : ℕ :=
  (Finset.univ.filter fun i => hA.eigenvalues i ∈ I).card

omit [Fintype n] [DecidableEq n] in
/-- If `H₀` and `G` are Hermitian, so is `H₀ + m G` for real `m`. -/
theorem massive_isHermitian {H₀ G : Matrix n n ℂ} (hH : H₀.IsHermitian) (hG : G.IsHermitian)
    (m : ℝ) : (massive H₀ G m).IsHermitian := by
  refine hH.add ?_
  rw [Matrix.IsHermitian, Matrix.conjTranspose_smul, hG.eq, Complex.star_def,
    Complex.conj_ofReal]

/-- If `G² = 1` and `H₀` anticommutes with `G`, then `(H₀ + m G)² = H₀² + m²`. -/
theorem massive_sq {H₀ G : Matrix n n ℂ} (hG2 : G * G = 1) (hanti : H₀ * G = -(G * H₀))
    (m : ℝ) : massive H₀ G m ^ 2 = H₀ * H₀ + ((m : ℂ) ^ 2) • (1 : Matrix n n ℂ) := by
  rw [pow_two, massive]
  simp only [add_mul, mul_add, smul_mul_assoc, mul_smul_comm, hG2, hanti]
  module

/-- If `H₀` anticommutes with `G`, then `tr ((H₀² + c)^k G) = c^k tr G`: only the constant part
of `H₀² + c` contributes. -/
theorem trace_sq_pow_mul {H₀ G : Matrix n n ℂ} (hanti : H₀ * G = -(G * H₀)) (c : ℂ) (k : ℕ) :
    ((H₀ * H₀ + c • (1 : Matrix n n ℂ)) ^ k * G).trace = c ^ k * G.trace := by
  -- moving one factor `H₀` around the trace changes the sign
  have h0 : ∀ P : Matrix n n ℂ, H₀ * P = P * H₀ → (P * (H₀ * H₀) * G).trace = 0 := by
    intro P hP
    have e1 : P * (H₀ * H₀) * G = -(P * H₀ * G * H₀) := by
      calc P * (H₀ * H₀) * G = P * H₀ * (H₀ * G) := by noncomm_ring
        _ = -(P * H₀ * G * H₀) := by rw [hanti]; noncomm_ring
    have e2 : H₀ * (P * H₀ * G) = P * (H₀ * H₀) * G := by
      calc H₀ * (P * H₀ * G) = (H₀ * P) * H₀ * G := by noncomm_ring
        _ = P * (H₀ * H₀) * G := by rw [hP]; noncomm_ring
    have e3 := congrArg Matrix.trace e1
    rw [Matrix.trace_neg, Matrix.trace_mul_comm (P * H₀ * G) H₀, e2] at e3
    linear_combination e3 / 2
  have hc : Commute H₀ (H₀ * H₀ + c • (1 : Matrix n n ℂ)) := by
    change H₀ * (H₀ * H₀ + c • (1 : Matrix n n ℂ)) = (H₀ * H₀ + c • (1 : Matrix n n ℂ)) * H₀
    simp only [mul_add, add_mul, mul_smul_comm, smul_mul_assoc, mul_one, one_mul, mul_assoc]
  induction k with
  | zero => simp
  | succ k ih =>
    rw [pow_succ (H₀ * H₀ + c • (1 : Matrix n n ℂ)), mul_add, add_mul, mul_smul_comm, mul_one,
      smul_mul_assoc, Matrix.trace_add, Matrix.trace_smul, h0 _ (hc.pow_right k).eq, ih,
      smul_eq_mul]
    ring

/-- If `G² = 1` and `H₀` anticommutes with `G`, reversing the sign of the staggered potential
changes the `k`-th spectral moment by `((-D)^k - D^k) tr G`. -/
theorem trace_pow_sub {H₀ G : Matrix n n ℂ} (hG2 : G * G = 1) (hanti : H₀ * G = -(G * H₀))
    (D : ℝ) (k : ℕ) :
    (massive H₀ G (-D) ^ k).trace - (massive H₀ G D ^ k).trace
      = (((-D : ℝ) : ℂ) ^ k - (D : ℂ) ^ k) * G.trace := by
  obtain ⟨m, rfl | rfl⟩ := Nat.even_or_odd' k
  · -- even moments depend on `D²` only
    rw [pow_mul (massive H₀ G (-D)), pow_mul (massive H₀ G D), massive_sq hG2 hanti,
      massive_sq hG2 hanti, Complex.ofReal_neg, neg_sq, Even.neg_pow (even_two_mul m)]
    ring
  · have ho : ∀ x : ℝ, (massive H₀ G x ^ (2 * m + 1)).trace
        = ((H₀ * H₀ + ((x : ℂ) ^ 2) • (1 : Matrix n n ℂ)) ^ m * H₀).trace
          + (x : ℂ) ^ (2 * m + 1) * G.trace := by
      intro x
      rw [pow_succ (massive H₀ G x), pow_mul (massive H₀ G x), massive_sq hG2 hanti, massive,
        mul_add, mul_smul_comm, Matrix.trace_add, Matrix.trace_smul, trace_sq_pow_mul hanti,
        smul_eq_mul]
      ring
    rw [ho (-D), ho D, Complex.ofReal_neg, neg_sq]
    ring

/-- The trace of the `k`-th power of a Hermitian matrix is the sum of the `k`-th powers of its
eigenvalues. -/
theorem trace_pow_eq_sum {A : Matrix n n ℂ} (hA : A.IsHermitian) (k : ℕ) :
    (A ^ k).trace = ∑ i, (hA.eigenvalues i : ℂ) ^ k := by
  have key : ∀ U V L : Matrix n n ℂ, V * U = 1 → (U * L * V) ^ k = U * L ^ k * V := by
    intro U V L h
    induction k with
    | zero => simp [mul_eq_one_comm.1 h]
    | succ k ih =>
      calc (U * L * V) ^ (k + 1) = U * L ^ k * (V * U) * L * V := by
            rw [pow_succ, ih]; simp only [mul_assoc]
        _ = U * L ^ (k + 1) * V := by rw [h, mul_one, pow_succ]; simp only [mul_assoc]
  have hU := Matrix.mem_unitaryGroup_iff'.1 hA.eigenvectorUnitary.2
  have hs := hA.spectral_theorem
  rw [Unitary.conjStarAlgAut_apply] at hs
  have hk := (congrArg (fun M => M ^ k) hs).trans (key _ _ _ hU)
  have ht := congrArg Matrix.trace hk
  rw [Matrix.trace_mul_comm, ← Matrix.mul_assoc, hU, Matrix.one_mul, Matrix.diagonal_pow,
    Matrix.trace_diagonal] at ht
  exact ht

/-- Trace formula: if `H₀` and `G` are Hermitian, `G² = 1` and `H₀` anticommutes with `G`, then
for every function `f` of energy the sums of `f` over the levels of `H₀ - D G` and of
`H₀ + D G` differ by `(f(-D) - f(D)) tr G`. -/
theorem sum_levels_sub {H₀ G : Matrix n n ℂ} (hH : H₀.IsHermitian) (hG : G.IsHermitian)
    (hG2 : G * G = 1) (hanti : H₀ * G = -(G * H₀)) (D : ℝ) (f : ℝ → ℝ) :
    ∑ i, (f ((massive_isHermitian hH hG (-D)).eigenvalues i) : ℂ)
      - ∑ i, (f ((massive_isHermitian hH hG D).eigenvalues i) : ℂ)
      = ((f (-D) - f D : ℝ) : ℂ) * G.trace := by
  have hmom := trace_pow_sub hG2 hanti D
  simp only [trace_pow_eq_sum (massive_isHermitian hH hG (-D)),
    trace_pow_eq_sum (massive_isHermitian hH hG D)] at hmom
  generalize (massive_isHermitian hH hG (-D)).eigenvalues = μ at hmom ⊢
  generalize (massive_isHermitian hH hG D).eigenvalues = ν at hmom ⊢
  -- the moments give the formula for polynomials
  have hpoly : ∀ q : Polynomial ℝ, ∑ i, ((q.eval (μ i) : ℝ) : ℂ) - ∑ i, ((q.eval (ν i) : ℝ) : ℂ)
      = ((q.eval (-D) - q.eval D : ℝ) : ℂ) * G.trace := by
    intro q
    induction q using Polynomial.induction_on' with
    | add p q hp hq =>
      simp only [Polynomial.eval_add, Complex.ofReal_add, Complex.ofReal_sub,
        Finset.sum_add_distrib] at hp hq ⊢
      linear_combination hp + hq
    | monomial k a =>
      simp only [Polynomial.eval_monomial, Complex.ofReal_mul, Complex.ofReal_pow,
        Complex.ofReal_sub, ← Finset.mul_sum]
      linear_combination (a : ℂ) * hmom k
  -- a polynomial agrees with `f` on the finitely many energies involved
  let s : Finset ℝ := Finset.univ.image μ ∪ Finset.univ.image ν ∪ {-D, D}
  have hq : ∀ x ∈ s, (Lagrange.interpolate s id f).eval x = f x := fun x hx =>
    Lagrange.eval_interpolate_at_node f (Set.injOn_id _) hx
  have h := hpoly (Lagrange.interpolate s id f)
  have h1 : ∀ i, (Lagrange.interpolate s id f).eval (μ i) = f (μ i) :=
    fun i => hq _ (by simp [s])
  have h2 : ∀ i, (Lagrange.interpolate s id f).eval (ν i) = f (ν i) :=
    fun i => hq _ (by simp [s])
  simp only [h1, h2] at h
  rwa [hq (-D) (by simp [s]), hq D (by simp [s])] at h

/-- If `H₀` and `G` are Hermitian, `G² = 1` and `H₀` anticommutes with `G`, the numbers of levels
of `H₀ - D G` and `H₀ + D G` in a window `I` differ by `tr G` times the difference of the
indicator of `I` at `-D` and at `D`. -/
theorem levelCount_sub {H₀ G : Matrix n n ℂ} (hH : H₀.IsHermitian) (hG : G.IsHermitian)
    (hG2 : G * G = 1) (hanti : H₀ * G = -(G * H₀)) (D : ℝ) (I : Set ℝ) :
    (levelCount (massive_isHermitian hH hG (-D)) I : ℂ)
      - levelCount (massive_isHermitian hH hG D) I
      = ((I.indicator (fun _ => (1 : ℝ)) (-D) - I.indicator (fun _ => (1 : ℝ)) D : ℝ) : ℂ)
        * G.trace := by
  have hc : ∀ {A : Matrix n n ℂ} (hA : A.IsHermitian), (levelCount hA I : ℂ)
      = ∑ i, ((I.indicator (fun _ => (1 : ℝ)) (hA.eigenvalues i) : ℝ) : ℂ) := by
    intro A hA
    rw [levelCount, Finset.card_filter, Nat.cast_sum]
    refine Finset.sum_congr rfl fun i _ => ?_
    by_cases h : hA.eigenvalues i ∈ I <;> simp [h]
  rw [hc, hc]
  exact sum_levels_sub hH hG hG2 hanti D _

/-- Let `H₀` be Hermitian and anticommute with a Hermitian involution `G`. For `D > 0` the number of
negative eigenvalues of `H₀ - D G` minus that of `H₀ + D G`, counted with multiplicity, equals
`tr G`. -/
theorem spectral_flow_eq_trace {H₀ G : Matrix n n ℂ} (hH : H₀.IsHermitian)
    (hG : G.IsHermitian) (hG2 : G * G = 1) (hanti : H₀ * G = -(G * H₀)) {D : ℝ} (hD : 0 < D) :
    (levelCount (massive_isHermitian hH hG (-D)) (Set.Iio 0) : ℂ)
      - levelCount (massive_isHermitian hH hG D) (Set.Iio 0) = G.trace := by
  have h1 : -D ∈ Set.Iio (0 : ℝ) := neg_lt_zero.2 hD
  have h2 : D ∉ Set.Iio (0 : ℝ) := not_lt.2 hD.le
  rw [levelCount_sub hH hG hG2 hanti, Set.indicator_of_mem h1, Set.indicator_of_notMem h2]
  simp

/-- Let `H₀` be Hermitian and anticommute with a Hermitian involution `G`. An energy window that
contains both or neither of `-D` and `D` holds equally many levels of `H₀ - D G` and of
`H₀ + D G`. -/
theorem levelCount_eq {H₀ G : Matrix n n ℂ} (hH : H₀.IsHermitian) (hG : G.IsHermitian)
    (hG2 : G * G = 1) (hanti : H₀ * G = -(G * H₀)) {D : ℝ} {I : Set ℝ}
    (hI : -D ∈ I ↔ D ∈ I) :
    levelCount (massive_isHermitian hH hG (-D)) I
      = levelCount (massive_isHermitian hH hG D) I := by
  have h := levelCount_sub hH hG hG2 hanti D I
  have h0 : I.indicator (fun _ => (1 : ℝ)) (-D) = I.indicator (fun _ => (1 : ℝ)) D := by
    by_cases hD : D ∈ I <;> simp [hI, hD]
  rw [h0, sub_self, Complex.ofReal_zero, zero_mul] at h
  exact_mod_cast sub_eq_zero.1 h

/-- Hopping matrix of an open three-site chain with real bond strengths `t` and `s`. -/
def chainHop (t s : ℝ) : Matrix (Fin 3) (Fin 3) ℂ := !![0, t, 0; t, 0, s; 0, s, 0]

/-- Sublattice signs `1, -1, 1` of the three-site chain. -/
def chainSign : Matrix (Fin 3) (Fin 3) ℂ := !![1, 0, 0; 0, -1, 0; 0, 0, 1]

/-- The three-site chain has a Hermitian hopping matrix that anticommutes with the Hermitian
involution of sublattice signs, whose trace is `1`. -/
theorem spectral_flow_witness (t s : ℝ) :
    (chainHop t s).IsHermitian ∧ chainSign.IsHermitian ∧ chainSign * chainSign = 1 ∧
      chainHop t s * chainSign = -(chainSign * chainHop t s) ∧ chainSign.trace = 1 := by
  refine ⟨Matrix.IsHermitian.ext fun i j => ?_, Matrix.IsHermitian.ext fun i j => ?_, ?_, ?_, ?_⟩
  · fin_cases i <;> fin_cases j <;> simp [chainHop]
  · fin_cases i <;> fin_cases j <;> simp [chainSign]
  · ext i j
    fin_cases i <;> fin_cases j <;> simp [chainSign, Matrix.mul_apply, Fin.sum_univ_succ]
  · ext i j
    fin_cases i <;> fin_cases j <;>
      simp [chainHop, chainSign, Matrix.mul_apply, Fin.sum_univ_succ]
  · simp [chainSign, Matrix.trace, Fin.sum_univ_succ]

end

end RiceMeleSpectralFlow
```

```lean
#print axioms RiceMeleSpectralFlow.levelCount_sub
-- 'RiceMeleSpectralFlow.levelCount_sub' depends on axioms: [propext, Classical.choice, Quot.sound]
#print axioms RiceMeleSpectralFlow.spectral_flow_eq_trace
-- 'RiceMeleSpectralFlow.spectral_flow_eq_trace' depends on axioms: [propext, Classical.choice, Quot.sound]
#print axioms RiceMeleSpectralFlow.levelCount_eq
-- 'RiceMeleSpectralFlow.levelCount_eq' depends on axioms: [propext, Classical.choice, Quot.sound]
```

The proof follows the calculation above. `massive_isHermitian` supplies real eigenvalues, and `massive_sq` expands the square. In `trace_sq_pow_mul`, the inner statement `h0` is the sign argument: `e1` moves H₀ past G, `e2` identifies the matrix obtained after the cyclic move, and `linear_combination e3 / 2` concludes that a number equal to its own negative is zero. The induction on `k` then extracts one factor of c at a time.

`trace_pow_sub` splits the exponent into even and odd cases with `Nat.even_or_odd'`; the letter `m` there is the integer I called j, not the potential. `trace_pow_eq_sum` connects moments to levels. It writes the matrix as U L V with L diagonal and V U = 1, shows (U L V)^k = U L^k V by induction, and moves V to the front of the trace, where it cancels U.

In `sum_levels_sub`, `generalize` replaces the two eigenvalue lists by arbitrary real lists `μ` and `ν` that satisfy the moment identities, since nothing else about them is needed. `hpoly` extends those identities from monomials to polynomials, and `Lagrange.interpolate` provides the polynomial that agrees with `f` on the finite set `s`. `levelCount_sub` applies the result to the indicator function of a window, and `spectral_flow_eq_trace` evaluates that indicator at ±D for negative energies.

The same formula yields `levelCount_eq`: a window that contains both or neither of −D and D holds equally many levels for the two signs of the potential. So the imbalance sits entirely at the energies ±D, whatever the bonds do to the rest of the spectrum. In your example it is the level at E = m, while the other two energies are unchanged when m is reversed. `spectral_flow_witness` checks entry by entry that your three-site chain satisfies the assumptions on H₀ and G for all real t and s, with tr G = 1.

Being Hermitian is not enough for H₀. Take a single site with H₀ = 2, G = 1 and D = 1. The levels of H(−1) and H(1) are 1 and 3, so neither Hamiltonian has a negative level and the difference is 0, although tr G = 1. Here H₀ is an on-site energy, which chiral symmetry forbids, and it keeps the level above zero for both signs of the potential.
